# A lead with hopping rank r has at most 2r nonzero Bloch factors, unless its mode polynomial vanishes identically

Let H0 and H1 be complex n × n matrices, let E be a number (the energy), let H1* be the conjugate transpose of H1, and let r be the rank of H1. If the polynomial

p(z) = det(z² H1 + z(H0 − E) + H1*)

is not the zero polynomial, it has at most 2r nonzero roots, counted with multiplicity. The number n of orbitals per layer does not enter the bound.

## Bloch factors of a layered lead

Take a periodic, non-interacting lead with an orthonormal basis, in which only neighbouring layers couple. With ψ_j the vector of amplitudes on layer j, the Schrödinger equation at energy E reads

H1* ψ_(j−1) + (H0 − E) ψ_j + H1 ψ_(j+1) = 0.

The ansatz ψ_j = z^j u, with z ≠ 0 and u ≠ 0, gives after multiplication by z

(z² H1 + z(H0 − E) + H1*) u = 0.

A solution u exists exactly when p(z) = 0. For Hermitian H0 and real E, factors with |z| = 1 belong to Bloch waves, which propagate unless their group velocity vanishes, as at a band edge; the other factors belong to evanescent waves. These are the modes used in complex band structures and in wave-function matching for such a lead, so the bound limits how many distinct Bloch factors a matching calculation can meet.

The condition p ≠ 0 excludes energies at which every z is a Bloch factor. For Hermitian H0 and real E, these are the energies of dispersionless bands. The simplest case is H1 = 0 with E an eigenvalue of H0: the layers are isolated, each can hold an eigenvector with any amplitude, and no finite bound holds.

## Counting roots by degree and by powers of z

Write M(z) = z²A + zB + D for general n × n matrices A, B, D, and p(z) = det M(z).

**Diagonal form.** Adding multiples of rows to other rows, and of columns to other columns, brings A to diagonal form. Thus there are P and Q of determinant one with

P A Q = diag(d_i).

Invertible factors preserve rank, so exactly rank A of the d_i are nonzero. Moreover

det(P M(z) Q) = det P · det M(z) · det Q = p(z).

**Upper bound on the degree.** In P M(z) Q the z² term is z² diag(d_i). A column with d_i = 0 has entries of degree at most 1; the other rank A columns have entries of degree at most 2. Each product in the Leibniz formula takes one entry from every column, so

deg p ≤ n + rank A.

**Forced roots at zero.** Now choose P and Q to diagonalise D instead. In a column with d_i = 0 the constant term vanishes and every entry is divisible by z. There are n − rank D such columns, so

z^(n − rank D) divides p(z).

**Comparison.** Let a_1, …, a_k be nonzero numbers, repetitions allowed, such that q(z) = (z − a_1)⋯(z − a_k) divides p. For a ≠ 0,

a⁻¹ z − a⁻¹(z − a) = 1,

so z and z − a are coprime. Hence z^(n − rank D) and q are coprime, and their product divides p. Since p ≠ 0, degrees can be compared:

(n − rank D) + k ≤ n + rank A, hence k ≤ rank A + rank D.

For the lead, A = H1 and D = H1* both have rank r, so k ≤ 2r.

## One orbital per layer, and a lead that reaches the bound

For n = 1, H0 = ε and H1 = t ≠ 0, the polynomial is

p(z) = t z² + (ε − E) z + t*,

where t* is the complex conjugate of t. Counted with multiplicity, it has two nonzero roots, with product t*/t. This is the full number 2r = 2.

For larger layers, take r orbitals coupled with unit strength to their images in the next layer, m uncoupled orbitals, H0 = 0 and E = 5/2. Then

p(z) = [(z − 2)(z − 1/2)]^r (−5z/2)^m,

with 2r nonzero roots counted with multiplicity. For r ≥ 1 only two of them are distinct.

## The eigenvalue problem in a mode calculation

With v = z u, the quadratic equation becomes a generalised eigenvalue problem of size 2n:

v = z u,
−H1* u − (H0 − E) v = z H1 v.

When p ≠ 0, its 2n eigenvalues include at least n − r zeros and at least n − r infinite values. With 200 orbitals per layer and hopping rank 30, that is at least 170 of each among 400 eigenvalues, leaving at most 60 finite nonzero Bloch factors.

## What the formal statements say

The orbitals are labelled by a finite type `n`, and `Fintype.card n` is their number. `pencil A B D` is the matrix M(z) with polynomial entries: `X` stands for z and `C` turns a number into a constant polynomial. `leadPoly H0 H1 E` is p, with `H1ᴴ` for H1*. The energy may be complex and H0 need not be Hermitian.

In `lead_modes_le_two_rank`, the multiset `s` is the list of candidate roots, `hs` says that they are nonzero, and `hdvd` says that the product of their factors divides p. The conclusion is `s.card ≤ 2 * H1.rank`. Divisibility expresses multiplicity without using Mathlib's `roots`, which is empty for the zero polynomial and would make the bound trivial there.

`bloch_factors_le_two_rank` counts distinct nonzero z for which a nonzero u solves the lead equation; it does not count independent vectors u at the same z. The rank is the exact one, so a tiny nonzero singular value of H1 counts in full. Hopping of finite range beyond the next layer takes the same form once layers are grouped into thicker ones; r is then the rank of the hopping between the thicker layers. A non-orthogonal basis, with its overlap matrix, leads to a different p.

In Lean 4 with Mathlib:

```lean
import Mathlib

open Matrix Polynomial
open scoped ComplexOrder

namespace LeadModeCount

noncomputable section

variable {n : Type*} [Fintype n] [DecidableEq n]

/-- The quadratic matrix pencil `z² A + z B + D`, as a matrix of polynomials in `z`. -/
def pencil (A B D : Matrix n n ℂ) : Matrix n n ℂ[X] :=
  (X ^ 2 : ℂ[X]) • A.map C + (X : ℂ[X]) • B.map C + D.map C

/-- The mode polynomial `p(z) = det(z² H1 + z (H0 - E) + H1*)` of a lead with layer matrix `H0`
and interlayer hopping `H1` at energy `E`. -/
def leadPoly (H0 H1 : Matrix n n ℂ) (E : ℂ) : ℂ[X] :=
  (pencil H1 (H0 - E • (1 : Matrix n n ℂ)) H1ᴴ).det

omit [Fintype n] [DecidableEq n] in
/-- Each entry of the pencil is a polynomial of degree at most two, with the matching entries
of `A`, `B` and `D` as coefficients. -/
theorem pencil_apply (A B D : Matrix n n ℂ) (i j : n) :
    pencil A B D i j = X ^ 2 * C (A i j) + X * C (B i j) + C (D i j) := by
  simp [pencil]

/-- The determinant polynomial of the pencil, evaluated at a number `z`, is the determinant of
the matrix `z² A + z B + D`. -/
theorem pencil_eval (A B D : Matrix n n ℂ) (z : ℂ) :
    (pencil A B D).det.eval z = (z ^ 2 • A + z • B + D).det := by
  have h := RingHom.map_det (evalRingHom z) (pencil A B D)
  rw [coe_evalRingHom] at h
  rw [h]
  congr 1
  ext i j
  simp [pencil_apply]
  ring

/-- Row and column operations of determinant one bring a square matrix to diagonal form, and the
number of nonzero diagonal entries is its rank. -/
theorem rank_normal_form (A : Matrix n n ℂ) :
    ∃ (P Q : Matrix n n ℂ) (d : n → ℂ), P.det = 1 ∧ Q.det = 1 ∧ P * A * Q = diagonal d ∧
      (Finset.univ.filter fun i => d i ≠ 0).card = A.rank := by
  obtain ⟨L, L', d, h⟩ :=
    Matrix.Pivot.exists_list_transvec_mul_mul_list_transvec_eq_diagonal A
  have hL := TransvectionStruct.det_toMatrix_prod L
  have hL' := TransvectionStruct.det_toMatrix_prod L'
  have u : IsUnit (L.map TransvectionStruct.toMatrix).prod.det := by
    rw [hL]; exact isUnit_one
  have u' : IsUnit (L'.map TransvectionStruct.toMatrix).prod.det := by
    rw [hL']; exact isUnit_one
  refine ⟨_, _, d, hL, hL', h, ?_⟩
  have hr := rank_diagonal d
  rw [← h, rank_mul_eq_left_of_isUnit_det _ _ u', rank_mul_eq_right_of_isUnit_det _ _ u] at hr
  rw [hr, Fintype.card_subtype]

/-- Changing the orbital bases on the two sides of the pencil by matrices of determinant one
leaves its determinant unchanged. -/
theorem det_pencil_transform (P Q A B D : Matrix n n ℂ) (hP : P.det = 1) (hQ : Q.det = 1) :
    (pencil (P * A * Q) (P * B * Q) (P * D * Q)).det = (pencil A B D).det := by
  have key : ∀ M : Matrix n n ℂ, M.det = 1 → (M.map C).det = 1 := by
    intro M hM
    have h := RingHom.map_det (C : ℂ →+* ℂ[X]) M
    rw [hM, C_1] at h
    exact h.symm
  have h : pencil (P * A * Q) (P * B * Q) (P * D * Q)
      = P.map C * pencil A B D * Q.map C := by
    simp only [pencil, Matrix.map_mul, Matrix.mul_add, Matrix.add_mul, Matrix.mul_smul,
      Matrix.smul_mul]
  rw [h, det_mul, det_mul, key P hP, key Q hQ, one_mul, mul_one]

/-- The determinant of `z² A + z B + D` has degree at most the matrix size plus the rank
of `A`. -/
theorem natDegree_det_pencil_le (A B D : Matrix n n ℂ) :
    (pencil A B D).det.natDegree ≤ Fintype.card n + A.rank := by
  obtain ⟨P, Q, d, hP, hQ, h, hc⟩ := rank_normal_form A
  have h2 : ∀ a b c : ℂ, (X ^ 2 * C a + X * C b + C c).natDegree ≤ 2 := by
    intro a b c
    compute_degree
  have h1 : ∀ b c : ℂ, (X * C b + C c).natDegree ≤ 1 := by
    intro b c
    compute_degree
  rw [← det_pencil_transform P Q A B D hP hQ, h, det_apply']
  refine natDegree_sum_le_of_forall_le _ _ fun σ _ => ?_
  refine natDegree_mul_le.trans ?_
  rw [natDegree_intCast, zero_add]
  refine (natDegree_prod_le _ _).trans ?_
  -- a column is quadratic in z only where the diagonal form of A is nonzero
  have hcol : ∀ i ∈ (Finset.univ : Finset n),
      (pencil (diagonal d) (P * B * Q) (P * D * Q) (σ i) i).natDegree
        ≤ 1 + if d i ≠ 0 then 1 else 0 := by
    intro i _
    rw [pencil_apply]
    by_cases hd : d i = 0
    · have hz : diagonal d (σ i) i = 0 := by
        by_cases e : σ i = i
        · rw [e, diagonal_apply_eq, hd]
        · exact diagonal_apply_ne _ e
      rw [hz, C_0, mul_zero, zero_add, if_neg (not_not.mpr hd)]
      exact h1 _ _
    · rw [if_pos hd]
      exact h2 _ _ _
  refine (Finset.sum_le_sum hcol).trans (le_of_eq ?_)
  rw [Finset.sum_add_distrib, ← hc, Finset.card_filter]
  simp

/-- The determinant of `z² A + z B + D` contains the factor `z` at least as many times as the
matrix size exceeds the rank of `D`. -/
theorem X_pow_dvd_det_pencil (A B D : Matrix n n ℂ) :
    X ^ (Fintype.card n - D.rank) ∣ (pencil A B D).det := by
  obtain ⟨P, Q, d, hP, hQ, h, hc⟩ := rank_normal_form D
  have hsum : (Finset.univ.filter fun i => d i = 0).card
      + (Finset.univ.filter fun i => d i ≠ 0).card = Fintype.card n := by
    have h1 : ∀ i, ((if d i = 0 then 1 else 0) + (if d i ≠ 0 then 1 else 0) : ℕ) = 1 := by
      intro i
      by_cases hi : d i = 0 <;> simp [hi]
    rw [Finset.card_filter, Finset.card_filter, ← Finset.sum_add_distrib,
      Finset.sum_congr rfl fun i _ => h1 i]
    simp
  have hk : Fintype.card n - D.rank = (Finset.univ.filter fun i => d i = 0).card := by omega
  have hprod : (X : ℂ[X]) ^ (Finset.univ.filter fun i => d i = 0).card
      = ∏ i, if d i = 0 then (X : ℂ[X]) else 1 := by
    rw [Finset.prod_ite]
    simp
  rw [hk, hprod, ← det_pencil_transform P Q A B D hP hQ, h, det_apply']
  refine Finset.dvd_sum fun σ _ => Dvd.dvd.mul_left ?_ _
  -- every column on which the diagonal form of D vanishes carries a factor z
  refine Finset.prod_dvd_prod_of_dvd _ _ fun i _ => ?_
  by_cases hd : d i = 0
  · have hz : diagonal d (σ i) i = 0 := by
      by_cases e : σ i = i
      · rw [e, diagonal_apply_eq, hd]
      · exact diagonal_apply_ne _ e
    rw [if_pos hd, pencil_apply, hz, C_0]
    exact ⟨X * C ((P * A * Q) (σ i) i) + C ((P * B * Q) (σ i) i), by ring⟩
  · rw [if_neg hd]
    exact one_dvd _

/-- If `det(z² A + z B + D)` is not the zero polynomial, it has at most `rank A + rank D` nonzero
roots with multiplicity: no longer list `s` of nonzero numbers has `∏ (z - a)` as a divisor. -/
theorem card_nonzero_roots_le (A B D : Matrix n n ℂ) (hp : (pencil A B D).det ≠ 0)
    (s : Multiset ℂ) (hs : ∀ a ∈ s, a ≠ 0)
    (hdvd : (s.map fun a => X - C a).prod ∣ (pencil A B D).det) :
    s.card ≤ A.rank + D.rank := by
  -- factors with nonzero roots are coprime to powers of z
  have hcop : ∀ t : Multiset ℂ, (∀ a ∈ t, a ≠ 0) →
      IsCoprime ((X : ℂ[X]) ^ (Fintype.card n - D.rank)) (t.map fun a => X - C a).prod := by
    intro t
    induction t using Multiset.induction_on with
    | empty =>
      intro _
      rw [Multiset.map_zero, Multiset.prod_zero]
      exact isCoprime_one_right
    | cons a t ih =>
      intro ht
      rw [Multiset.map_cons, Multiset.prod_cons]
      have ha : C a⁻¹ * C a = 1 := by
        rw [← C_mul, inv_mul_cancel₀ (ht a (Multiset.mem_cons_self a t)), C_1]
      have hX : IsCoprime (X : ℂ[X]) (X - C a) :=
        ⟨C a⁻¹, -C a⁻¹, by linear_combination ha⟩
      exact IsCoprime.mul_right hX.pow_left
        (ih fun b hb => ht b (Multiset.mem_cons_of_mem hb))
  have hdeg := natDegree_le_of_dvd
    ((hcop s hs).mul_dvd (X_pow_dvd_det_pencil A B D) hdvd) hp
  rw [natDegree_mul (pow_ne_zero _ X_ne_zero) (ne_zero_of_dvd_ne_zero hp hdvd),
    natDegree_X_pow, natDegree_multiset_prod_X_sub_C_eq_card] at hdeg
  have hA := natDegree_det_pencil_le A B D
  omega

/-- If the mode polynomial of a lead is not the zero polynomial, it has at most `2 rank H1`
nonzero roots counted with multiplicity, whatever the number of orbitals per layer. -/
theorem lead_modes_le_two_rank (H0 H1 : Matrix n n ℂ) (E : ℂ) (hp : leadPoly H0 H1 E ≠ 0)
    (s : Multiset ℂ) (hs : ∀ a ∈ s, a ≠ 0)
    (hdvd : (s.map fun a => X - C a).prod ∣ leadPoly H0 H1 E) :
    s.card ≤ 2 * H1.rank := by
  have h := card_nonzero_roots_le H1 (H0 - E • (1 : Matrix n n ℂ)) H1ᴴ hp s hs hdvd
  rw [rank_conjTranspose] at h
  omega

/-- If the mode polynomial is not the zero polynomial, at most `2 rank H1` distinct nonzero Bloch
factors `z` admit a nonzero layer amplitude `u` solving the lead equation. -/
theorem bloch_factors_le_two_rank (H0 H1 : Matrix n n ℂ) (E : ℂ) (hp : leadPoly H0 H1 E ≠ 0)
    (S : Finset ℂ) (h0 : ∀ z ∈ S, z ≠ 0)
    (hS : ∀ z ∈ S, ∃ u : n → ℂ, u ≠ 0 ∧
      (z ^ 2 • H1 + z • (H0 - E • (1 : Matrix n n ℂ)) + H1ᴴ) *ᵥ u = 0) :
    S.card ≤ 2 * H1.rank := by
  refine lead_modes_le_two_rank H0 H1 E hp S.val h0 ?_
  rw [Multiset.prod_X_sub_C_dvd_iff_le_roots hp, Multiset.le_iff_subset S.nodup]
  intro z hz
  rw [mem_roots hp, IsRoot.def, leadPoly, pencil_eval]
  exact exists_mulVec_eq_zero_iff.mp (hS z hz)

/-- Hopping matrix of a layer with `r` orbitals coupled to their own images in the next layer
with unit strength, and `m` orbitals without interlayer coupling. -/
def partialHopping (r m : ℕ) : Matrix (Fin r ⊕ Fin m) (Fin r ⊕ Fin m) ℂ :=
  diagonal (Sum.elim (fun _ => 1) (fun _ => 0))

/-- The bound is attained for all `r` and `m`: with `H0 = 0` and `E = 5/2` the partially coupled
layer has hopping rank `r`, a nonzero mode polynomial, and the roots `2` and `1/2`, each at
least `r` times. -/
theorem two_rank_attained (r m : ℕ) :
    (partialHopping r m).rank = r ∧ leadPoly 0 (partialHopping r m) (5 / 2) ≠ 0 ∧
      ((Multiset.replicate r (2 : ℂ) + Multiset.replicate r (1 / 2 : ℂ)).map
        fun a => X - C a).prod ∣ leadPoly 0 (partialHopping r m) (5 / 2) := by
  have h1 : (C (-(5 / 2)) : ℂ[X]) = -(C 2 + C (1 / 2)) := by
    rw [← C_add, ← C_neg]
    congr 1
    norm_num
  have h2 : (C 2 * C (1 / 2) : ℂ[X]) = 1 := by
    rw [← C_mul, ← C_1]
    congr 1
    norm_num
  have e1 : (X ^ 2 * C 1 + X * C (-(5 / 2)) + C 1 : ℂ[X]) = (X - C 2) * (X - C (1 / 2)) := by
    rw [h1, C_1]
    linear_combination -h2
  have e2 : (X ^ 2 * C 0 + X * C (-(5 / 2)) + C 0 : ℂ[X]) = X * C (-(5 / 2)) := by
    rw [C_0]
    ring
  -- the pencil is diagonal, one scalar chain per orbital
  have hd : pencil (partialHopping r m)
      (0 - (5 / 2 : ℂ) • (1 : Matrix (Fin r ⊕ Fin m) (Fin r ⊕ Fin m) ℂ)) (partialHopping r m)ᴴ
      = diagonal (Sum.elim (fun _ => X ^ 2 * C 1 + X * C (-(5 / 2)) + C 1)
          (fun _ => X ^ 2 * C 0 + X * C (-(5 / 2)) + C 0)) := by
    ext1 i j
    rw [pencil_apply]
    by_cases h : i = j
    · subst h
      cases i <;> simp [partialHopping]
    · simp [partialHopping, h, Ne.symm h]
  have hf : leadPoly 0 (partialHopping r m) (5 / 2)
      = ((X - C 2) * (X - C (1 / 2))) ^ r * (X * C (-(5 / 2))) ^ m := by
    rw [leadPoly, hd, det_diagonal, Fintype.prod_sum_type]
    simp only [Sum.elim_inl, Sum.elim_inr, Finset.prod_const, Finset.card_univ,
      Fintype.card_fin]
    rw [e1, e2]
  refine ⟨?_, ?_, ?_⟩
  · rw [partialHopping, rank_diagonal, Fintype.card_subtype, Finset.card_filter,
      Fintype.sum_sum_type]
    simp
  · rw [hf]
    exact mul_ne_zero (pow_ne_zero _ (mul_ne_zero (X_sub_C_ne_zero _) (X_sub_C_ne_zero _)))
      (pow_ne_zero _ (mul_ne_zero X_ne_zero (C_ne_zero.mpr (by norm_num))))
  · rw [hf, Multiset.map_add, Multiset.prod_add, Multiset.map_replicate,
      Multiset.map_replicate, Multiset.prod_replicate, Multiset.prod_replicate, ← mul_pow]
    exact dvd_mul_right _ _

end

end LeadModeCount
```

```lean
#print axioms LeadModeCount.bloch_factors_le_two_rank
#print axioms LeadModeCount.two_rank_attained
```

```
'LeadModeCount.bloch_factors_le_two_rank' depends on axioms: [propext, Classical.choice, Quot.sound]
'LeadModeCount.two_rank_attained' depends on axioms: [propext, Classical.choice, Quot.sound]
```

## From row operations to the mode count

`pencil_apply` writes out one entry of M(z), and `pencil_eval` shows that evaluating the determinant polynomial at a number gives the ordinary determinant there.

`rank_normal_form` takes the diagonalisation from Mathlib's pivot theorem, whose elementary operations have determinant one, and identifies the number of nonzero `d i` with the rank. `det_pencil_transform` factors P and Q out of the pencil and uses multiplicativity of the determinant.

In `natDegree_det_pencil_le`, `det_apply'` expands the determinant over permutations σ, with entries in row σ(i) and column i. The step `hcol` bounds the degree in column i by 1, plus 1 if `d i ≠ 0`; summing gives n + rank A. `X_pow_dvd_det_pencil` uses the same expansion with D diagonal. It writes the power of z as a product over columns, with factor `X` where `d i = 0` and 1 elsewhere, and checks divisibility column by column.

`card_nonzero_roots_le` carries out the comparison. `hcop` proves coprimality by induction on the list, using the identity with a⁻¹ above. `IsCoprime.mul_dvd` combines the two divisors, `natDegree_le_of_dvd` compares degrees, and `omega` solves the resulting inequality. The lead theorem follows because `rank_conjTranspose` equates the ranks of H1* and H1.

For distinct Bloch factors, `exists_mulVec_eq_zero_iff` turns a nonzero solution u into a vanishing determinant. Each z is then a root of p, and a set of distinct roots meets the divisibility condition.

Finally, `two_rank_attained` shows in `hd` that the example's pencil is diagonal and in `hf` that p has the product form given above. The rank, p ≠ 0 and the divisibility by all 2r factors are then read off.
